# The Secular Equation of a One-Projector Hamiltonian Away from the Reference Spectrum

Let H0 be a complex n×n matrix, v a vector with n complex components, c and z complex numbers, and ⟨v, x⟩ = Σ_i v_i* x_i the inner product, conjugate-linear in its first argument. The Hamiltonian is H = H0 + c v v^H, where v^H is the conjugate transpose of v, and z is called an energy of H if H x = z x for some nonzero vector x. In expressions such as H0 − z, the number z stands for z times the identity matrix.

```lean
import Mathlib

open Matrix

namespace GhostStates

noncomputable section

variable {n m : Type*} [Fintype n] [DecidableEq n] [Fintype m] [DecidableEq m]

/-- The number `z` is an energy of `H` if `H` has a nonzero eigenvector with eigenvalue `z`. -/
def IsEnergy (H : Matrix n n ℂ) (z : ℂ) : Prop :=
  ∃ x : n → ℂ, x ≠ 0 ∧ H *ᵥ x = z • x

/-- The Hamiltonian `H0 + c v v^H` with one separable projector term of strength `c`. -/
def separable (H0 : Matrix n n ℂ) (c : ℂ) (v : n → ℂ) : Matrix n n ℂ :=
  H0 + c • Matrix.vecMulVec v (star v)

/-- The resolvent of `H0` seen by the projector, `⟨v, (H0 - z)⁻¹ v⟩`. -/
def projectedResolvent (H0 : Matrix n n ℂ) (v : n → ℂ) (z : ℂ) : ℂ :=
  star v ⬝ᵥ ((H0 - z • (1 : Matrix n n ℂ))⁻¹ *ᵥ v)

/-- The shifted Hamiltonian `H - z` acts on a state as `H x - z x`. -/
theorem shift_mulVec (H : Matrix n n ℂ) (z : ℂ) (x : n → ℂ) :
    (H - z • (1 : Matrix n n ℂ)) *ᵥ x = H *ᵥ x - z • x := by
  simp [Matrix.sub_mulVec, Matrix.smul_mulVec]

omit [DecidableEq n] in
/-- The Hamiltonian `H0 + c v v^H` sends `x` to `H0 x + c ⟨v, x⟩ v`. -/
theorem separable_mulVec (H0 : Matrix n n ℂ) (c : ℂ) (v x : n → ℂ) :
    separable H0 c v *ᵥ x = H0 *ᵥ x + (c * (star v ⬝ᵥ x)) • v := by
  funext i
  simp only [separable, Matrix.mulVec, dotProduct, Matrix.add_apply, Matrix.smul_apply,
    Matrix.vecMulVec_apply, Pi.add_apply, Pi.smul_apply, smul_eq_mul, add_mul,
    Finset.sum_add_distrib, Finset.mul_sum, Finset.sum_mul]
  congr 1
  apply Finset.sum_congr rfl
  intro j _
  ring

/-- Away from the spectrum of `H0`, every eigenvector of the separable Hamiltonian at `z` is
the multiple `-c ⟨v, x⟩` of `(H0 - z)⁻¹ v`. -/
theorem eigenvector_eq (H0 : Matrix n n ℂ) (c z : ℂ) (v x : n → ℂ)
    (hz : IsUnit (H0 - z • (1 : Matrix n n ℂ)))
    (hx : separable H0 c v *ᵥ x = z • x) :
    x = (-(c * (star v ⬝ᵥ x))) • ((H0 - z • (1 : Matrix n n ℂ))⁻¹ *ᵥ v) := by
  have hd := (Matrix.isUnit_iff_isUnit_det _).1 hz
  rw [separable_mulVec] at hx
  -- the eigenvalue equation with the separable term moved to the right as a source
  have hA : (H0 - z • (1 : Matrix n n ℂ)) *ᵥ x = (-(c * (star v ⬝ᵥ x))) • v := by
    rw [shift_mulVec]
    linear_combination (norm := module) hx
  calc x = (H0 - z • (1 : Matrix n n ℂ))⁻¹ *ᵥ ((H0 - z • (1 : Matrix n n ℂ)) *ᵥ x) := by
        rw [Matrix.mulVec_mulVec, Matrix.nonsing_inv_mul _ hd, Matrix.one_mulVec]
    _ = _ := by rw [hA, Matrix.mulVec_smul]

/-- Secular equation: if `H0 - z` is invertible, then `z` is an energy of `H0 + c v v^H`
if and only if `1 + c ⟨v, (H0 - z)⁻¹ v⟩ = 0`. -/
theorem isEnergy_separable_iff (H0 : Matrix n n ℂ) (c z : ℂ) (v : n → ℂ)
    (hz : IsUnit (H0 - z • (1 : Matrix n n ℂ))) :
    IsEnergy (separable H0 c v) z ↔ 1 + c * projectedResolvent H0 v z = 0 := by
  constructor
  · rintro ⟨x, hx0, hx⟩
    have hxe := eigenvector_eq H0 c z v x hz hx
    -- by `hxe`, the eigenvector `x` would vanish if its overlap with `v` were zero
    have hs : star v ⬝ᵥ x ≠ 0 := by
      intro hs
      apply hx0
      rw [hxe, hs, mul_zero, neg_zero, zero_smul]
    have hp : star v ⬝ᵥ x = -(c * (star v ⬝ᵥ x)) * projectedResolvent H0 v z := by
      have h := congrArg (fun y => star v ⬝ᵥ y) hxe
      simpa only [dotProduct_smul, smul_eq_mul, projectedResolvent] using h
    apply (mul_eq_zero.1 _).resolve_left hs
    linear_combination hp
  · intro h
    have hd := (Matrix.isUnit_iff_isUnit_det _).1 hz
    refine ⟨(H0 - z • (1 : Matrix n n ℂ))⁻¹ *ᵥ v, ?_, ?_⟩
    · intro h0
      rw [projectedResolvent, h0, dotProduct_zero, mul_zero, add_zero] at h
      exact one_ne_zero h
    · have hA := shift_mulVec H0 z ((H0 - z • (1 : Matrix n n ℂ))⁻¹ *ᵥ v)
      rw [Matrix.mulVec_mulVec, Matrix.mul_nonsing_inv _ hd, Matrix.one_mulVec] at hA
      have hc : c * (star v ⬝ᵥ ((H0 - z • (1 : Matrix n n ℂ))⁻¹ *ᵥ v)) = -1 := by
        unfold projectedResolvent at h
        linear_combination h
      rw [separable_mulVec, hc]
      linear_combination (norm := module) -hA

/-- If `H0 - z` is invertible and `⟨v, (H0 - z)⁻¹ v⟩` is nonzero, then `z` is an energy of `H0 + c v
v^H` if and only if `c = -1 / ⟨v, (H0 - z)⁻¹ v⟩`. -/
theorem isEnergy_iff_coupling (H0 : Matrix n n ℂ) (c z : ℂ) (v : n → ℂ)
    (hz : IsUnit (H0 - z • (1 : Matrix n n ℂ))) (hG : projectedResolvent H0 v z ≠ 0) :
    IsEnergy (separable H0 c v) z ↔ c = -1 / projectedResolvent H0 v z := by
  rw [isEnergy_separable_iff H0 c z v hz, eq_div_iff hG]
  constructor <;> intro h <;> linear_combination h

/-- If `H0 - z` is invertible, the determinant of `H0 + P D P^H - z` is that of `H0 - z` times a
determinant whose size is the number of projectors, the columns of `P`. -/
theorem det_multiprojector (H0 : Matrix n n ℂ) (P : Matrix n m ℂ) (D : Matrix m m ℂ) (z : ℂ)
    (hz : IsUnit (H0 - z • (1 : Matrix n n ℂ))) :
    (H0 + P * D * Pᴴ - z • (1 : Matrix n n ℂ)).det = (H0 - z • (1 : Matrix n n ℂ)).det *
      (1 + D * Pᴴ * ((H0 - z • (1 : Matrix n n ℂ))⁻¹ * P)).det := by
  have hd := (Matrix.isUnit_iff_isUnit_det _).1 hz
  -- factor out the shifted reference Hamiltonian
  have h1 : H0 + P * D * Pᴴ - z • (1 : Matrix n n ℂ) = (H0 - z • (1 : Matrix n n ℂ)) *
      (1 + ((H0 - z • (1 : Matrix n n ℂ))⁻¹ * P) * (D * Pᴴ)) := by
    rw [Matrix.mul_add, Matrix.mul_one, Matrix.mul_assoc _ P,
      Matrix.mul_nonsing_inv_cancel_left _ _ hd, ← Matrix.mul_assoc]
    abel
  rw [h1, Matrix.det_mul, Matrix.det_one_add_mul_comm]

/-- With several projectors, `z` outside the spectrum of `H0` is an energy of `H0 + P D P^H`
if and only if the determinant of `1 + D P^H (H0 - z)⁻¹ P` vanishes. -/
theorem isEnergy_multiprojector_iff (H0 : Matrix n n ℂ) (P : Matrix n m ℂ)
    (D : Matrix m m ℂ) (z : ℂ) (hz : IsUnit (H0 - z • (1 : Matrix n n ℂ))) :
    IsEnergy (H0 + P * D * Pᴴ) z ↔
      (1 + D * Pᴴ * ((H0 - z • (1 : Matrix n n ℂ))⁻¹ * P)).det = 0 := by
  have hd := ((Matrix.isUnit_iff_isUnit_det _).1 hz).ne_zero
  have h : IsEnergy (H0 + P * D * Pᴴ) z ↔
      (H0 + P * D * Pᴴ - z • (1 : Matrix n n ℂ)).det = 0 := by
    rw [← Matrix.exists_mulVec_eq_zero_iff]
    simp only [IsEnergy, shift_mulVec, sub_eq_zero]
  rw [h, det_multiprojector H0 P D z hz, mul_eq_zero, or_iff_right hd]

omit [DecidableEq n] in
/-- An eigenvector of `H0` orthogonal to the projector keeps its energy for every coupling. -/
theorem orthogonal_level_persists (H0 : Matrix n n ℂ) (c z : ℂ) (v x : n → ℂ)
    (hx : H0 *ᵥ x = z • x) (hv : star v ⬝ᵥ x = 0) :
    separable H0 c v *ᵥ x = z • x := by
  rw [separable_mulVec, hv, mul_zero, zero_smul, add_zero, hx]

/-- A two-level model: all real energies of `H0 = diag(0, 1)` are nonnegative, and the separable
term with `v = (1, 1)` and `c = -2/3` produces an energy at `-1`. -/
theorem two_level_ghost :
    (∀ E : ℝ, IsEnergy (!![0, 0; 0, 1] : Matrix (Fin 2) (Fin 2) ℂ) (E : ℂ) → 0 ≤ E) ∧
      IsEnergy (separable (!![0, 0; 0, 1] : Matrix (Fin 2) (Fin 2) ℂ) (-2 / 3) ![1, 1]) (-1) := by
  constructor
  · rintro E ⟨x, hx, h⟩
    by_contra hE
    have hneg : E < 0 := not_le.1 hE
    have e0 : ((!![0, 0; 0, 1] : Matrix (Fin 2) (Fin 2) ℂ) *ᵥ x) 0 = 0 := by
      simp [Matrix.mulVec, dotProduct, Fin.sum_univ_two]
    have e1 : ((!![0, 0; 0, 1] : Matrix (Fin 2) (Fin 2) ℂ) *ᵥ x) 1 = x 1 := by
      simp [Matrix.mulVec, dotProduct, Fin.sum_univ_two]
    rw [h, Pi.smul_apply, smul_eq_mul] at e0 e1
    have hE0 : (E : ℂ) ≠ 0 := by exact_mod_cast hneg.ne
    have hE1 : (E : ℂ) ≠ 1 := by
      have : E ≠ 1 := by linarith
      exact_mod_cast this
    -- both components of the eigenvector vanish
    have x0 : x 0 = 0 := (mul_eq_zero.1 e0).resolve_left hE0
    have x1 : x 1 = 0 := by
      apply (mul_eq_zero.1 _).resolve_left (sub_ne_zero.2 hE1)
      linear_combination e1
    apply hx
    funext i
    fin_cases i
    · simpa using x0
    · simpa using x1
  · refine ⟨![1, 1 / 2], ?_, ?_⟩
    · intro h
      have h0 := congrFun h 0
      simp at h0
    · rw [separable_mulVec]
      funext i
      fin_cases i <;> simp [dotProduct, Fin.sum_univ_two] <;> norm_num

end

end GhostStates
```

```lean
#print axioms GhostStates.eigenvector_eq
-- 'GhostStates.eigenvector_eq' depends on axioms: [propext, Classical.choice, Quot.sound]
#print axioms GhostStates.isEnergy_iff_coupling
-- 'GhostStates.isEnergy_iff_coupling' depends on axioms: [propext, Classical.choice, Quot.sound]
#print axioms GhostStates.orthogonal_level_persists
-- 'GhostStates.orthogonal_level_persists' depends on axioms: [propext, Classical.choice, Quot.sound]
#print axioms GhostStates.two_level_ghost
-- 'GhostStates.two_level_ghost' depends on axioms: [propext, Classical.choice, Quot.sound]
```

## The equation for an energy z

The central theorem, `isEnergy_separable_iff`, concerns the number

G(z) = ⟨v, (H0 − z)⁻¹ v⟩,

which is the resolvent of the reference Hamiltonian H0 as seen by the projector v. If H0 − z is invertible, then

z is an energy of H0 + c v v^H if and only if 1 + c G(z) = 0.

In Lean, `separable H0 c v` is H, and `projectedResolvent H0 v z` is G(z). The outer product v v^H is `Matrix.vecMulVec v (star v)`, with entries v_i v_j*, and the inner product ⟨v, x⟩ is `star v ⬝ᵥ x`. The predicate `IsEnergy H z` asks for a nonzero eigenvector at z. The hypothesis `hz` says that H0 − z is an invertible matrix, or equivalently that z is not an eigenvalue of H0.

The theorem does not require H0 to be Hermitian or c to be real, so an energy may be complex. For Hermitian H0 and real c one has the usual Hermitian problem with real energies. The vector v need not be normalised: its squared length multiplies c in the strength of the term, which equals c ⟨v, v⟩ times the orthogonal projector on v when v ≠ 0. If v = 0 or c = 0, the secular equation reads 1 = 0 and has no solution, as it should, because H is then H0 and z is not one of its eigenvalues.

The invertibility hypothesis has real content. Lean assigns the value zero to the inverse of a singular matrix, so at an eigenvalue of H0 the formula would read 1 = 0, even in cases where H does have a level there.

## Separable pseudopotentials and extra levels

In its simplest form, a nonlocal term of a separable pseudopotential acts on a state by taking its overlap with a projector function and returning a multiple of that function. In an orthonormal basis, one such term is c v v^H, with v holding the expansion coefficients of the projector and c its strength. The matrix H0 stands for everything else, such as the kinetic energy and the local potential. A ghost state is a spurious level of the separable Hamiltonian, one that the atom it is meant to describe does not have.

For a fixed one-electron Hamiltonian with one projector in a finite orthonormal basis, the secular equation tests whether H has a level at a chosen energy z, provided z is not an eigenvalue of H0. The test solves one linear system with H0 − z and does not diagonalise H. It does not say whether a level found in this way is spurious. That judgement needs a comparison with the spectrum of the reference atom, which does not enter the model.

The eigenvalue equation is the ordinary one, H x = z x. Ultrasoft and projector augmented-wave methods lead to a generalised equation H x = z S x with an overlap matrix S, and the theorems here treat the case S = 1. The basis is finite, so continuum states do not arise, and H0, v and c do not depend on the energy or on a self-consistent density.

## The projector term as a source

The action of the separable term follows from its components:

(v v^H x)_i = Σ_j v_i v_j* x_j = v_i ⟨v, x⟩.

Hence

H x = H0 x + c ⟨v, x⟩ v.

This is `separable_mulVec`. Its proof compares components, distributes the sums and checks that the summands agree.

Suppose now that H x = z x. Moving the separable term to the right gives

(H0 − z) x = −c ⟨v, x⟩ v.

The projector thus acts as a source for the reference problem, and the strength of the source depends on the state itself. Since H0 − z is invertible,

x = −c ⟨v, x⟩ (H0 − z)⁻¹ v.

Every eigenvector at z is therefore a multiple of the single vector (H0 − z)⁻¹ v. The lemma `eigenvector_eq` states this formula. Its intermediate fact `hA` is the equation with the source, obtained from `shift_mulVec`, which writes (H0 − z) x as H0 x − z x. The `calc` block then multiplies by the inverse.

## From an eigenvector to the secular equation and back

Let x be an eigenvector at z, and write s = ⟨v, x⟩. If s were zero, the formula for x would give x = 0, which an eigenvector cannot be. So s ≠ 0. Taking the inner product of the formula with v gives

s = −c s G(z),

or

s (1 + c G(z)) = 0.

Dividing by s yields the secular equation. In the proof of `isEnergy_separable_iff`, `hs` is the statement s ≠ 0 and `hp` is the projected equation. The final steps put `hp` into the form of a vanishing product and discard the factor s.

For the converse, assume 1 + c G(z) = 0 and take

g = (H0 − z)⁻¹ v.

This vector is nonzero, because g = 0 would give G(z) = ⟨v, g⟩ = 0 and the secular equation would become 1 = 0. From the definition of g,

H0 g = z g + v.

The secular equation says that c ⟨v, g⟩ = c G(z) = −1, so

H g = H0 g + c ⟨v, g⟩ v = z g + v − v = z g.

Thus g is an eigenvector at z. The Lean proof supplies this same vector. Its fact `hA` is the relation v = H0 g − z g, `hc` is c ⟨v, g⟩ = −1, and the last `linear_combination` performs the cancellation of v.

## The coupling that places a level at a chosen energy

If G(z) ≠ 0, the secular equation can be solved for the strength:

c = −1 / G(z).

The theorem `isEnergy_iff_coupling` states that z is an energy of H exactly when c has this value. Its proof rewrites the energy condition by the main theorem, clears the denominator and rearranges. If H0 − z is invertible but G(z) = 0, the secular equation reads 1 = 0, and no coupling places a level at z.

## Several projectors and a smaller determinant

Let the columns of an n×m matrix P be m projectors, and let D be an m×m matrix of couplings. The Hamiltonian is H0 + P D P^H. Neither the independence of the columns nor the invertibility of D is assumed.

With A = H0 − z invertible, factor A out on the left:

H0 + P D P^H − z = A (1 + A⁻¹ P D P^H).

The determinant of a product is the product of the determinants, and det(1 + X Y) = det(1 + Y X) for an n×m matrix X and an m×n matrix Y. With X = A⁻¹ P and Y = D P^H this gives

det(H0 + P D P^H − z) = det(H0 − z) · det(1 + D P^H (H0 − z)⁻¹ P).

The last determinant is of size m×m. The theorem `det_multiprojector` proves this identity: `h1` is the factorisation, and `Matrix.det_one_add_mul_comm` exchanges the two factors.

A number z is an energy exactly when the matrix H0 + P D P^H − z has a nonzero vector in its kernel, which happens exactly when its determinant vanishes. Since det(H0 − z) ≠ 0, the second factor must vanish:

det(1 + D P^H (H0 − z)⁻¹ P) = 0.

This is the criterion in `isEnergy_multiprojector_iff`. For one projector, with P consisting of the column v and D of the number c, it becomes 1 + c G(z) = 0. For m much smaller than n this is the determinant of a much smaller matrix than H, although forming that matrix as written uses (H0 − z)⁻¹ P.

## Levels orthogonal to the projector

At an eigenvalue of H0 the secular equation is unavailable, but one case is immediate. If H0 x = z x and ⟨v, x⟩ = 0, then

H x = H0 x + c ⟨v, x⟩ v = z x

for every c. The theorem `orthogonal_level_persists` records this by substituting the zero overlap into the formula for H x. The equation holds for any such x, and when x is nonzero it shows that z is an energy of H. The projector does not act on the state, so no choice of its strength can move the level. Eigenvalues of H0 without an eigenvector orthogonal to v are not treated.

## A two-level model with an energy at −1

The theorem `two_level_ghost` takes

H0 = diag(0, 1), v = (1, 1), c = −2/3.

Its first part says that every real energy E of H0 satisfies E ≥ 0. To see this, suppose that E < 0 and that x is an eigenvector with components x_0 and x_1. The eigenvalue equation gives

E x_0 = 0 and E x_1 = x_1.

The first equation forces x_0 = 0, since E ≠ 0. The second reads (E − 1) x_1 = 0 and forces x_1 = 0, since E ≠ 1. Then x = 0, a contradiction. The facts `x0` and `x1` in the proof are these two conclusions.

The second part says that H has an energy at −1. Here H0 + 1 = diag(1, 2), so

G(−1) = 1 + 1/2 = 3/2,

1 + c G(−1) = 1 − (2/3)(3/2) = 0.

The eigenvector from the general construction is g = (H0 + 1)⁻¹ v = (1, 1/2), or (2, 1)/√5 when normalised. The Lean proof gives (1, 1/2) directly and verifies the eigenvalue equation component by component:

−(2/3)(1 + 1/2) = −1,

1/2 − (2/3)(1 + 1/2) = −1/2.

The right-hand sides are −1 times the components of g. In terms of the normalised projector (1, 1)/√2, the coupling strength is −4/3.

The model shows that an attractive separable term can place a level below both levels of H0. The word "ghost" in the theorem's name is only a label: the model contains no atomic reference spectrum, so it does not show that the level is spurious.
